# Projectors onto j = 3/2 and j = 1/2 from L·S in the p Shell

Take one p electron with spin 1/2, in units of ħ. The two product states with m_j = 1/2, namely |m=1, ↓⟩ and |m=0, ↑⟩, are mixed by L·S, which in the standard (Condon-Shortley) phase convention acts on them as the 2×2 matrix

B = [ −1/2, 1/√2 ; 1/√2, 0 ].

Multiplying out gives

B² = [ 3/4, −1/(2√2) ; −1/(2√2), 1/2 ] = 1/2 − B/2.

So (B − 1/2)(B + 1) = 0, and B can only have the eigenvalues 1/2 and −1. The same quadratic relation holds for the full 6×6 matrix X = L·S, and the projectors onto j = 3/2 and j = 1/2 follow from it without any Clebsch-Gordan coefficients:

P = (2X + 2)/3, Q = (1 − 2X)/3.

They are idempotent, PQ = QP = 0, and their traces are 4 and 2. On them J² acts as 15/4 and 3/4, meaning J²P = (15/4)P and J²Q = (3/4)Q.

## The quadratic relation for a general shell

Let L_0, L_1, L_2 be the x, y, z components of the orbital angular momentum, with L_0L_1 − L_1L_0 = iL_2 and its cyclic versions, and with L² = l(l+1) for a natural number l. The spin matrices satisfy

S_k² = 1/4, S_0S_1 = (i/2)S_2, S_1S_0 = −(i/2)S_2, and cyclically.

With X = Σ_k L_k ⊗ S_k, the square is X² = Σ_{k,q} L_kL_q ⊗ S_kS_q, where k and q run over 0, 1, 2. The terms with k = q add up to L²/4 = l(l+1)/4. The terms with indices 0 and 1 combine into a commutator:

(L_0L_1 − L_1L_0) ⊗ (i/2)S_2 = iL_2 ⊗ (i/2)S_2 = −(1/2) L_2 ⊗ S_2.

The other two pairs behave alike, so

X² = l(l+1)/4 − X/2.

For J_k = L_k ⊗ 1 + 1 ⊗ S_k, squaring and summing gives

J² = L² + S² + 2X = l(l+1) + 3/4 + 2X.

## Projectors, J² and traces

For general l, set

P = (l + 1 + 2X)/(2l + 1), Q = (l − 2X)/(2l + 1).

The quadratic relation gives

X(l + 1 + 2X) = lX + l(l+1)/2 = (l/2)(l + 1 + 2X),
X(l − 2X) = (l+1)X − l(l+1)/2 = −((l+1)/2)(l − 2X).

Hence XP = (l/2)P and XQ = −((l+1)/2)Q. Replacing X by these numbers in the left factor of each product yields

PP = (l + 1 + l)/(2l + 1) P = P,
QQ = (l + l + 1)/(2l + 1) Q = Q,
PQ = (l + 1 − (l + 1))/(2l + 1) Q = 0,
QP = (l − l)/(2l + 1) P = 0.

Adding the definitions gives P + Q = 1. In the same way,

J²P = (l(l+1) + 3/4 + l)P = (l + 1/2)(l + 3/2)P,
J²Q = (l(l+1) + 3/4 − l − 1)Q = (l − 1/2)(l + 1/2)Q.

Finally, tr X = Σ_k tr L_k · tr S_k = 0. If the orbital space has dimension 2l + 1, the identity has trace 2(2l + 1), so tr P = 2l + 2 and tr Q = 2l. Setting l = 1 gives the p-shell values.

The limiting case is the s shell, l = 0 with a one-dimensional orbital space. There L = 0, so X = 0, P = 1 and Q = 0: only j = 1/2 exists, with trace 2.

## Spin-orbit terms in a one-electron calculation

For a single electron confined to one p shell, with a constant coupling ξ, the term ξX has energies ξ/2 (four states) and −ξ (two states). With NumPy arrays in the index order used below, X is `sum(np.kron(L[k], S[k]) for k in range(3))`, and PP = P makes a quick test of the construction: it fails, for example, if the sign of every L_k is reversed. The traces of P and Q do not detect such an error, since they are 4 and 2 for any 3×3 matrices L_k.

The projectors also translate a potential that depends on j into a scalar part and a spin-orbit part. If V₊ acts for j = l + 1/2 and V₋ for j = l − 1/2, both constant within the shell, then

V₊P + V₋Q = [(l+1)V₊ + lV₋]/(2l+1) + 2(V₊ − V₋)/(2l+1) X.

## Spin matrices, shells and the coupled space in Lean

```lean
import Mathlib

open Matrix
open scoped Kronecker

namespace SpinOrbitCoupling

noncomputable section

variable {n : Type*} [Fintype n] [DecidableEq n]
```

The finite type `n` labels the orbital basis.

```lean
/-- The three spin-1/2 matrices `S_x, S_y, S_z`, in units of ħ. -/
def spin : Fin 3 → Matrix (Fin 2) (Fin 2) ℂ :=
  ![!![0, 1/2; 1/2, 0], !![0, -Complex.I/2; Complex.I/2, 0], !![1/2, 0; 0, -1/2]]
```

The indices 0, 1, 2 stand for x, y, z.

```lean
/-- The matrices `L_x, L_y, L_z` obey the angular momentum commutation relations,
and `L²` equals `l(l+1)`. -/
structure IsShell (L : Fin 3 → Matrix n n ℂ) (l : ℕ) : Prop where
  comm_xy : L 0 * L 1 - L 1 * L 0 = Complex.I • L 2
  comm_yz : L 1 * L 2 - L 2 * L 1 = Complex.I • L 0
  comm_zx : L 2 * L 0 - L 0 * L 2 = Complex.I • L 1
  casimir : L 0 * L 0 + L 1 * L 1 + L 2 * L 2 = ((l : ℂ) * (l + 1)) • 1
```

`IsShell L l` collects the assumptions on the orbital matrices. The commutators express that L generates rotations, and `casimir` fixes the orbital quantum number. Neither Hermiticity nor the dimension of the space is assumed, so several copies of one shell are allowed.

```lean
/-- The spin-orbit operator `X = L·S` on the product of orbital and spin space. -/
def spinOrbit (L : Fin 3 → Matrix n n ℂ) : Matrix (n × Fin 2) (n × Fin 2) ℂ :=
  ∑ k, L k ⊗ₖ spin k

/-- The component `J_k = L_k + S_k` of the total angular momentum. -/
def totalJ (L : Fin 3 → Matrix n n ℂ) (k : Fin 3) : Matrix (n × Fin 2) (n × Fin 2) ℂ :=
  L k ⊗ₖ 1 + 1 ⊗ₖ spin k

/-- The square `J² = J_x² + J_y² + J_z²` of the total angular momentum. -/
def totalJSq (L : Fin 3 → Matrix n n ℂ) : Matrix (n × Fin 2) (n × Fin 2) ℂ :=
  ∑ k, totalJ L k * totalJ L k
```

`⊗ₖ` is the Kronecker product, with the orbital index first. J² is defined from its components, so its relation to X has to be proved.

```lean
/-- The matrix `(l + 1 + 2X)/(2l + 1)`. -/
def projUpper (L : Fin 3 → Matrix n n ℂ) (l : ℕ) : Matrix (n × Fin 2) (n × Fin 2) ℂ :=
  (1 / (2 * (l : ℂ) + 1)) • (((l : ℂ) + 1) • 1 + (2 : ℂ) • spinOrbit L)

/-- The matrix `(l - 2X)/(2l + 1)`. -/
def projLower (L : Fin 3 → Matrix n n ℂ) (l : ℕ) : Matrix (n × Fin 2) (n × Fin 2) ℂ :=
  (1 / (2 * (l : ℂ) + 1)) • ((l : ℂ) • 1 - (2 : ℂ) • spinOrbit L)
```

These are P and Q for general l. Their names anticipate the idempotence proved below; "projector" means an idempotent matrix here.

## The algebra of X and J²

```lean
/-- Each spin-1/2 component squares to `1/4`. -/
theorem spin_mul_self (k : Fin 3) : spin k * spin k = (1/4 : ℂ) • 1 := by
  fin_cases k <;> ext i j <;> fin_cases i <;> fin_cases j <;>
    simp [spin, Matrix.mul_apply, Fin.sum_univ_two, Complex.ext_iff] <;> norm_num

/-- The product of two different spin-1/2 components is `±i/2` times the third,
with the plus sign for cyclic order. -/
theorem spin_mul :
    (spin 0 * spin 1 = (Complex.I/2) • spin 2 ∧ spin 1 * spin 0 = (-(Complex.I/2)) • spin 2) ∧
    (spin 1 * spin 2 = (Complex.I/2) • spin 0 ∧ spin 2 * spin 1 = (-(Complex.I/2)) • spin 0) ∧
    (spin 2 * spin 0 = (Complex.I/2) • spin 1 ∧ spin 0 * spin 2 = (-(Complex.I/2)) • spin 1) := by
  refine ⟨⟨?_, ?_⟩, ⟨?_, ?_⟩, ⟨?_, ?_⟩⟩ <;> ext i j <;> fin_cases i <;> fin_cases j <;>
    simp [spin, Matrix.mul_apply, Fin.sum_univ_two, Complex.ext_iff] <;> norm_num
```

Both spin tables are checked entry by entry.

```lean
/-- In a shell with `L² = l(l+1)`, the spin-orbit operator satisfies
`X² = l(l+1)/4 - X/2`. -/
theorem spinOrbit_sq {L : Fin 3 → Matrix n n ℂ} {l : ℕ} (h : IsShell L l) :
    spinOrbit L * spinOrbit L
      = ((l : ℂ) * (l + 1) / 4) • 1 - (1/2 : ℂ) • spinOrbit L := by
  obtain ⟨⟨s01, s10⟩, ⟨s12, s21⟩, ⟨s20, s02⟩⟩ := spin_mul
  have one : (1 : Matrix (n × Fin 2) (n × Fin 2) ℂ)
      = (1 : Matrix n n ℂ) ⊗ₖ (1 : Matrix (Fin 2) (Fin 2) ℂ) := Matrix.one_kronecker_one.symm
  -- multiply out the nine products and insert the spin table
  simp only [spinOrbit, Fin.sum_univ_three, add_mul, mul_add, ← Matrix.mul_kronecker_mul,
    spin_mul_self, s01, s10, s12, s21, s20, s02]
  rw [one]
  ext ⟨i, a⟩ ⟨j, b⟩
  have c0 := congrFun (congrFun h.comm_xy i) j
  have c1 := congrFun (congrFun h.comm_yz i) j
  have c2 := congrFun (congrFun h.comm_zx i) j
  have cc := congrFun (congrFun h.casimir i) j
  simp only [Matrix.add_apply, Matrix.sub_apply, Matrix.smul_apply, smul_eq_mul,
    Matrix.kroneckerMap_apply] at c0 c1 c2 cc ⊢
  -- the commutators produce `-X/2`, the squares produce `L²/4`
  linear_combination (Complex.I/2 * spin 2 a b) * c0 + (Complex.I/2 * spin 0 a b) * c1
    + (Complex.I/2 * spin 1 a b) * c2 + (1/4 * (1 : Matrix (Fin 2) (Fin 2) ℂ) a b) * cc
    + (1/2 * (L 0 i j * spin 0 a b + L 1 i j * spin 1 a b + L 2 i j * spin 2 a b))
      * Complex.I_sq
```

The `simp only` step forms the nine products L_kL_q ⊗ S_kS_q and inserts the spin table. The equation is then compared at each matrix entry. `linear_combination` adds the three commutators with weights (i/2)S_k and L² with weight 1/4, and `Complex.I_sq` supplies i² = −1.

```lean
/-- In a shell with `L² = l(l+1)`, the total angular momentum satisfies
`J² = l(l+1) + 3/4 + 2X`. -/
theorem totalJSq_eq {L : Fin 3 → Matrix n n ℂ} {l : ℕ} (h : IsShell L l) :
    totalJSq L = ((l : ℂ) * (l + 1) + 3/4) • 1 + (2 : ℂ) • spinOrbit L := by
  have one : (1 : Matrix (n × Fin 2) (n × Fin 2) ℂ)
      = (1 : Matrix n n ℂ) ⊗ₖ (1 : Matrix (Fin 2) (Fin 2) ℂ) := Matrix.one_kronecker_one.symm
  simp only [totalJSq, totalJ, spinOrbit, Fin.sum_univ_three, add_mul, mul_add,
    ← Matrix.mul_kronecker_mul, one_mul, mul_one, spin_mul_self]
  rw [one]
  ext ⟨i, a⟩ ⟨j, b⟩
  have cc := congrFun (congrFun h.casimir i) j
  simp only [Matrix.add_apply, Matrix.smul_apply, smul_eq_mul,
    Matrix.kroneckerMap_apply] at cc ⊢
  linear_combination ((1 : Matrix (Fin 2) (Fin 2) ℂ) a b) * cc
```

Here only the value of L² is needed; the commutators play no part.

```lean
/-- In a shell with `L² = l(l+1)`, `X` acts as `l/2` on the upper projector and as
`-(l+1)/2` on the lower one. -/
theorem spinOrbit_mul_proj {L : Fin 3 → Matrix n n ℂ} {l : ℕ} (h : IsShell L l) :
    spinOrbit L * projUpper L l = ((l : ℂ) / 2) • projUpper L l ∧
    spinOrbit L * projLower L l = (-((l : ℂ) + 1) / 2) • projLower L l := by
  constructor
  · simp only [projUpper, mul_smul_comm, mul_add, mul_one, spinOrbit_sq h]
    module
  · simp only [projLower, mul_smul_comm, mul_sub, mul_one, spinOrbit_sq h]
    module
```

After X² has been replaced, `module` compares the coefficients of 1 and X.

```lean
/-- In a shell with `L² = l(l+1)`, the upper and lower matrices are idempotent, have zero
product in either order, and add up to the identity. -/
theorem proj_complete {L : Fin 3 → Matrix n n ℂ} {l : ℕ} (h : IsShell L l) :
    projUpper L l * projUpper L l = projUpper L l ∧
    projLower L l * projLower L l = projLower L l ∧
    projUpper L l * projLower L l = 0 ∧ projLower L l * projUpper L l = 0 ∧
    projUpper L l + projLower L l = 1 := by
  obtain ⟨hu, hl⟩ := spinOrbit_mul_proj h
  have hd : 2 * (l : ℂ) + 1 ≠ 0 := by exact_mod_cast (by omega : 2 * l + 1 ≠ 0)
  -- a projector acts on `Y` through `X * Y`
  have eu : ∀ Y, projUpper L l * Y
      = (1 / (2 * (l : ℂ) + 1)) • (((l : ℂ) + 1) • Y + (2 : ℂ) • (spinOrbit L * Y)) := by
    intro Y
    simp only [projUpper, smul_mul_assoc, add_mul, one_mul]
  have el : ∀ Y, projLower L l * Y
      = (1 / (2 * (l : ℂ) + 1)) • ((l : ℂ) • Y - (2 : ℂ) • (spinOrbit L * Y)) := by
    intro Y
    simp only [projLower, smul_mul_assoc, sub_mul, one_mul]
  refine ⟨?_, ?_, ?_, ?_, ?_⟩
  · rw [eu, hu]
    match_scalars
    field_simp
    ring
  · rw [el, hl]
    match_scalars
    field_simp
    ring
  · rw [eu, hl]
    module
  · rw [el, hu]
    module
  · rw [projUpper, projLower]
    match_scalars <;> field_simp <;> ring
```

The auxiliary statements `eu` and `el` express multiplication by P or Q through multiplication by X, which then becomes a number. `hd` records that 2l + 1 is nonzero, as the division requires.

```lean
/-- In a shell with `L² = l(l+1)`, `J²` acts as `j(j+1)` with `j = l + 1/2` on the upper
projector and with `j = l - 1/2` on the lower one. -/
theorem totalJSq_mul_proj {L : Fin 3 → Matrix n n ℂ} {l : ℕ} (h : IsShell L l) :
    totalJSq L * projUpper L l = (((l : ℂ) + 1/2) * (l + 3/2)) • projUpper L l ∧
    totalJSq L * projLower L l = (((l : ℂ) - 1/2) * (l + 1/2)) • projLower L l := by
  obtain ⟨hu, hl⟩ := spinOrbit_mul_proj h
  constructor
  · rw [totalJSq_eq h, add_mul, smul_mul_assoc, smul_mul_assoc, one_mul, hu]
    module
  · rw [totalJSq_eq h, add_mul, smul_mul_assoc, smul_mul_assoc, one_mul, hl]
    module
```

The expansion of J² and the action of X give the two values of j(j+1).

```lean
/-- If the orbital space has dimension `2l + 1`, the upper and lower matrices have traces
`2l + 2` and `2l`. -/
theorem trace_proj (L : Fin 3 → Matrix n n ℂ) (l : ℕ) (hn : Fintype.card n = 2 * l + 1) :
    (projUpper L l).trace = 2 * l + 2 ∧ (projLower L l).trace = 2 * l := by
  have hd : 2 * (l : ℂ) + 1 ≠ 0 := by exact_mod_cast (by omega : 2 * l + 1 ≠ 0)
  have hs : ∀ k, (spin k).trace = 0 := by
    intro k
    fin_cases k <;> simp [spin, Matrix.trace_fin_two]
    norm_num
  -- `X` is traceless because every spin component is
  have hX : (spinOrbit L).trace = 0 := by
    simp only [spinOrbit, Matrix.trace_sum, Matrix.trace_kronecker, hs, mul_zero,
      Finset.sum_const_zero]
  constructor
  · simp only [projUpper, Matrix.trace_smul, Matrix.trace_add, Matrix.trace_one, hX,
      Fintype.card_prod, Fintype.card_fin, hn, smul_eq_mul]
    push_cast
    field_simp
    ring
  · simp only [projLower, Matrix.trace_smul, Matrix.trace_sub, Matrix.trace_one, hX,
      Fintype.card_prod, Fintype.card_fin, hn, smul_eq_mul]
    push_cast
    field_simp
    ring
```

This theorem does not use `IsShell`: the traces need only the dimension 2l + 1 and traceless spin matrices.

## The explicit p shell

```lean
/-- The orbital angular momentum matrices of the p shell in the basis `p_x, p_y, p_z`. -/
def pShell : Fin 3 → Matrix (Fin 3) (Fin 3) ℂ :=
  ![!![0, 0, 0; 0, 0, -Complex.I; 0, Complex.I, 0],
    !![0, 0, Complex.I; 0, 0, 0; -Complex.I, 0, 0],
    !![0, -Complex.I, 0; Complex.I, 0, 0; 0, 0, 0]]
```

In the Cartesian basis the entries are (L_k)_{ab} = −iε_{kab}, where ε is the antisymmetric symbol with ε_{012} = 1.

```lean
/-- The p-shell matrices obey the angular momentum commutation relations and have
`L² = l(l+1)` with `l = 1`. -/
theorem pShell_witness : IsShell pShell 1 := by
  refine ⟨?_, ?_, ?_, ?_⟩ <;> ext i j <;> fin_cases i <;> fin_cases j <;>
    simp [pShell, Fin.sum_univ_succ] <;> norm_num
```

This shows that the assumptions are met for l = 1. The file constructs no matrices for other values of l.

```lean
/-- For the p shell with spin 1/2, `P = (2X + 2)/3` and `Q = (1 - 2X)/3` are idempotents with
zero product and traces 4 and 2, on which `J²` acts as `15/4` and `3/4`. -/
theorem pShell_spinOrbit (P Q : Matrix (Fin 3 × Fin 2) (Fin 3 × Fin 2) ℂ)
    (hP : P = (1/3 : ℂ) • ((2 : ℂ) • spinOrbit pShell + (2 : ℂ) • 1))
    (hQ : Q = (1/3 : ℂ) • (1 - (2 : ℂ) • spinOrbit pShell)) :
    (P * P = P ∧ Q * Q = Q ∧ P * Q = 0 ∧ Q * P = 0) ∧
    (P.trace = 4 ∧ Q.trace = 2) ∧
    (totalJSq pShell * P = (15/4 : ℂ) • P ∧ totalJSq pShell * Q = (3/4 : ℂ) • Q) := by
  -- both matrices are the general projectors at `l = 1`
  have eP : P = projUpper pShell 1 := by
    rw [hP, projUpper, Nat.cast_one]
    module
  have eQ : Q = projLower pShell 1 := by
    rw [hQ, projLower, Nat.cast_one]
    module
  obtain ⟨h1, h2, h3, h4, -⟩ := proj_complete pShell_witness
  obtain ⟨t1, t2⟩ := trace_proj pShell 1 (by simp)
  obtain ⟨j1, j2⟩ := totalJSq_mul_proj pShell_witness
  rw [eP, eQ]
  refine ⟨⟨h1, h2, h3, h4⟩, ⟨?_, ?_⟩, ?_, ?_⟩
  · rw [t1]
    norm_num
  · rw [t2]
    norm_num
  · rw [j1]
    congr 1
    norm_num
  · rw [j2]
    congr 1
    norm_num

end

end SpinOrbitCoupling
```

The hypotheses `hP` and `hQ` merely name the two matrices. The proof identifies them with `projUpper` and `projLower` at l = 1 and evaluates the general results. The statement concerns the angular and spin factors of one electron; radial functions and electron-electron interaction do not enter.

```lean
#print axioms SpinOrbitCoupling.pShell_spinOrbit
-- 'SpinOrbitCoupling.pShell_spinOrbit' depends on axioms: [propext, Classical.choice, Quot.sound]
```
